# Energy and quasiparticle weight of a level coupled to finitely many mutually uncoupled band levels

Place a core-level line at the bare level energy with full intensity, and the assignment generally fails once the level mixes with other configurations: the line shifts, and satellites take part of its weight. The problems below compute both effects in a finite model without broadening, where the weight of a line is the squared modulus of the level component of its normalised eigenvector.

The level has energy $e_0$. It couples through $V_k$ to band levels $e_k$, which are uncoupled among themselves. For the core-level line, the level stands for the core-hole configuration and the band levels stand for the configurations that mix with it. The index $k$ runs over a finite type `ι`, which may be empty.

In Lean 4 with Mathlib:

```lean
import Mathlib

open Matrix ComplexConjugate

namespace LevelBandCoupling

noncomputable section

variable {ι : Type*} [Fintype ι] [DecidableEq ι]
```

In the matrix $H$, `none` labels the level and `some k` a band level. The energies are real and the couplings complex, with $V_k$ in row $k$ and $V_k^*$ in the level row. For real couplings, $|V_k|^2=V_k^2$.

```lean
/-- The Hamiltonian of a level `e₀` (index `none`) coupled by `V k` to band levels `e k`
(index `some k`) that are uncoupled among themselves. -/
def hamiltonian (e₀ : ℝ) (e : ι → ℝ) (V : ι → ℂ) : Matrix (Option ι) (Option ι) ℂ :=
  Matrix.of fun i j => match i, j with
    | none, none => (e₀ : ℂ)
    | none, some k => conj (V k)
    | some k, none => V k
    | some k, some l => if k = l then (e k : ℂ) else 0
```

The self-energy is $\Sigma(x)=\sum_k |V_k|^2/(x-e_k)$, used only for $x$ away from all $e_k$.

```lean
/-- The self-energy `∑ |V k|² / (x - e k)` of the level, for `x` different from every `e k`. -/
def selfEnergy (e : ι → ℝ) (V : ι → ℂ) (x : ℝ) : ℝ :=
  ∑ k, ‖V k‖ ^ 2 / (x - e k)
```

The next definition is a trial state for part (f).

```lean
/-- The unnormalised state with level amplitude `1` and band amplitudes `V k / (E - e k)`,
for `E` different from every `e k`. -/
def dressedState (e : ι → ℝ) (V : ι → ℂ) (E : ℝ) : Option ι → ℂ
  | none => 1
  | some k => V k / ((E : ℂ) - (e k : ℂ))
```

## (a) Hermiticity

Show that $H^\dagger=H$.

**Solution.** The diagonal is real, the level–band entries are the conjugate pairs $V_k^*$ and $V_k$, and the other entries vanish. The proof checks these same cases.

```lean
omit [Fintype ι] in
/-- The Hamiltonian is Hermitian. -/
theorem hamiltonian_isHermitian (e₀ : ℝ) (e : ι → ℝ) (V : ι → ℂ) :
    (hamiltonian e₀ e V).IsHermitian := by
  refine Matrix.IsHermitian.ext fun i j => ?_
  rcases i with _ | k <;> rcases j with _ | l
  · simp [hamiltonian]
  · simp [hamiltonian]
  · simp [hamiltonian]
  · by_cases h : k = l
    · subst h
      simp [hamiltonian]
    · simp [hamiltonian, h, Ne.symm h]
```

## (b) The eigenvalue equation in components

Write $\psi_0$ for the level amplitude and $\psi_k$ for the band amplitudes. Show that $H\psi=E\psi$, with $E$ real, is equivalent to
$$e_0\psi_0+\sum_k V_k^*\psi_k=E\psi_0,\qquad V_k\psi_0+e_k\psi_k=E\psi_k\ \text{ for all } k.$$

**Solution.** Multiply out each row. In row $k$ only the level and $k$ itself contribute. In the proof, `h0` and `hk` are these two products.

```lean
/-- The eigenvalue equation is equivalent to one equation for the level amplitude and one for
each band amplitude. -/
theorem eigen_iff {e₀ E : ℝ} {e : ι → ℝ} {V : ι → ℂ} {ψ : Option ι → ℂ} :
    hamiltonian e₀ e V *ᵥ ψ = (E : ℂ) • ψ ↔
      (e₀ : ℂ) * ψ none + ∑ k, conj (V k) * ψ (some k) = E * ψ none ∧
      ∀ k, V k * ψ none + e k * ψ (some k) = E * ψ (some k) := by
  have h0 : (hamiltonian e₀ e V *ᵥ ψ) none
      = (e₀ : ℂ) * ψ none + ∑ k, conj (V k) * ψ (some k) := by
    simp [hamiltonian, Matrix.mulVec, dotProduct, Fintype.sum_option]
  have hk : ∀ k, (hamiltonian e₀ e V *ᵥ ψ) (some k)
      = V k * ψ none + e k * ψ (some k) := by
    intro k
    simp [hamiltonian, Matrix.mulVec, dotProduct, Fintype.sum_option, ite_mul]
  constructor
  · intro h
    refine ⟨?_, fun k => ?_⟩
    · rw [← h0, h, Pi.smul_apply, smul_eq_mul]
    · rw [← hk, h, Pi.smul_apply, smul_eq_mul]
  · rintro ⟨h1, h2⟩
    funext i
    rcases i with _ | k
    · rw [h0, h1, Pi.smul_apply, smul_eq_mul]
    · rw [hk, h2, Pi.smul_apply, smul_eq_mul]
```

## (c) Band amplitudes

For an eigenvector with $E\neq e_k$, show that
$$\psi_k=\frac{V_k}{E-e_k}\,\psi_0 .$$

**Solution.** Row $k$ reads $(E-e_k)\psi_k=V_k\psi_0$; divide by $E-e_k\neq0$. The proof clears the denominator and uses the same row.

```lean
/-- In an eigenvector of energy `E ≠ e k`, the amplitude on band level `k` is
`V k / (E - e k)` times the level amplitude. -/
theorem band_amplitude {e₀ E : ℝ} {e : ι → ℝ} {V : ι → ℂ} {ψ : Option ι → ℂ}
    (h : hamiltonian e₀ e V *ᵥ ψ = (E : ℂ) • ψ) {k : ι} (hE : E ≠ e k) :
    ψ (some k) = V k / ((E : ℂ) - (e k : ℂ)) * ψ none := by
  have hd : (E : ℂ) - (e k : ℂ) ≠ 0 := sub_ne_zero.mpr (by exact_mod_cast hE)
  have h2 := (eigen_iff.1 h).2 k
  rw [div_mul_eq_mul_div, eq_div_iff hd]
  linear_combination -h2
```

## (d) The energy equation

Let $\psi\neq0$ be an eigenvector with $E\neq e_k$ for every $k$. Show that
$$E-e_0=\Sigma(E).$$

**Solution.** If $\psi_0=0$, part (c) makes every $\psi_k$ vanish, contradicting $\psi\neq0$. So $\psi_0\neq0$. Inserting (c) into the level row gives
$$e_0\psi_0+\sum_k\frac{|V_k|^2}{E-e_k}\psi_0=E\psi_0,$$
and $\psi_0$ cancels. In the proof, `hs` is the substitution and `mul_right_cancel₀` the cancellation.

The condition on $E$ excludes states at a bare band energy, such as a band level with $V_k=0$, which is not coupled to the level.

```lean
/-- A nonzero eigenvector whose energy differs from every band level satisfies
`E - e₀ = ∑ |V k|² / (E - e k)`. -/
theorem energy_equation {e₀ E : ℝ} {e : ι → ℝ} {V : ι → ℂ} {ψ : Option ι → ℂ}
    (h : hamiltonian e₀ e V *ᵥ ψ = (E : ℂ) • ψ) (hE : ∀ k, E ≠ e k) (hψ : ψ ≠ 0) :
    E - e₀ = selfEnergy e V E := by
  -- without level amplitude all band amplitudes would vanish too
  have h0 : ψ none ≠ 0 := by
    intro h0
    apply hψ
    funext i
    rcases i with _ | k
    · exact h0
    · simp [band_amplitude h (hE k), h0]
  have h1 := (eigen_iff.1 h).1
  -- eliminate the band from the level equation
  have hs : ∑ k, conj (V k) * ψ (some k) = (selfEnergy e V E : ℂ) * ψ none := by
    rw [selfEnergy, Complex.ofReal_sum, Finset.sum_mul]
    refine Finset.sum_congr rfl fun k _ => ?_
    rw [band_amplitude h (hE k)]
    push_cast
    rw [← Complex.conj_mul' (V k)]
    ring
  have hc : ((E - e₀ : ℝ) : ℂ) = (selfEnergy e V E : ℂ) :=
    mul_right_cancel₀ h0 (by push_cast; linear_combination hs - h1)
  exact Complex.ofReal_injective hc
```

## (e) The quasiparticle weight

Now let $\sum_i|\psi_i|^2=1$, with $i$ running over the level and the band. Besides the energy equation, show that
$$|\psi_0|^2=\frac{1}{1+\sum_k |V_k|^2/(E-e_k)^2}.$$

**Solution.** A unit vector is nonzero, so (d) applies. By (c), the normalisation becomes
$$|\psi_0|^2\Big(1+\sum_k\frac{|V_k|^2}{(E-e_k)^2}\Big)=1.$$
The bracket is at least one, so we may divide. The proof squares (c) in `hb` and obtains the positive bracket in `hpos`.

```lean
/-- A unit eigenvector with energy `E` different from every band level satisfies
`E - e₀ = ∑ |V k|² / (E - e k)`, and the squared modulus of its level component, the quasiparticle
weight, is `1 / (1 + ∑ |V k|² / (E - e k)²)`. -/
theorem quasiparticle_energy_and_weight {e₀ E : ℝ} {e : ι → ℝ} {V : ι → ℂ}
    {ψ : Option ι → ℂ} (h : hamiltonian e₀ e V *ᵥ ψ = (E : ℂ) • ψ)
    (hE : ∀ k, E ≠ e k) (hn : ∑ i, ‖ψ i‖ ^ 2 = 1) :
    E - e₀ = ∑ k, ‖V k‖ ^ 2 / (E - e k) ∧
      ‖ψ none‖ ^ 2 = 1 / (1 + ∑ k, ‖V k‖ ^ 2 / (E - e k) ^ 2) := by
  constructor
  · refine energy_equation h hE ?_
    rintro rfl
    simp at hn
  · have hb : ∀ k, ‖ψ (some k)‖ ^ 2 = ‖V k‖ ^ 2 / (E - e k) ^ 2 * ‖ψ none‖ ^ 2 := by
      intro k
      rw [band_amplitude h (hE k), norm_mul, norm_div, ← Complex.ofReal_sub,
        Complex.norm_real, Real.norm_eq_abs, mul_pow, div_pow, sq_abs]
    -- the normalisation fixes the level amplitude
    rw [Fintype.sum_option, Finset.sum_congr rfl (fun k _ => hb k), ← Finset.sum_mul] at hn
    have hpos : 0 < 1 + ∑ k, ‖V k‖ ^ 2 / (E - e k) ^ 2 := by positivity
    rw [eq_div_iff hpos.ne']
    linear_combination hn
```

## (f) From a root to an eigenvector

Suppose $E\neq e_k$ for all $k$ and $E-e_0=\Sigma(E)$. Show that $\chi_0=1$, $\chi_k=V_k/(E-e_k)$ satisfies
$$H\chi=E\chi .$$

**Solution.** The level row gives $e_0+\Sigma(E)=E$. Row $k$ holds because $(E-e_k)\chi_k=V_k$. The proof checks these rows through (b).

The norm squared of $\chi$ is $1+\sum_k|V_k|^2/(E-e_k)^2$, so normalising it gives the weight in (e).

```lean
/-- Conversely, if `E` differs from every band level and solves the energy equation, the
dressed state is an eigenvector of energy `E`. -/
theorem dressedState_eigen {e₀ E : ℝ} {e : ι → ℝ} {V : ι → ℂ}
    (hE : ∀ k, E ≠ e k) (h : E - e₀ = selfEnergy e V E) :
    hamiltonian e₀ e V *ᵥ dressedState e V E = (E : ℂ) • dressedState e V E := by
  rw [eigen_iff]
  refine ⟨?_, fun k => ?_⟩
  · have hs : ∑ k, conj (V k) * dressedState e V E (some k) = (selfEnergy e V E : ℂ) := by
      rw [selfEnergy, Complex.ofReal_sum]
      refine Finset.sum_congr rfl fun k _ => ?_
      simp only [dressedState]
      push_cast
      rw [← Complex.conj_mul' (V k)]
      ring
    rw [hs, ← h]
    simp only [dressedState]
    push_cast
    ring
  · have hd : (E : ℂ) - (e k : ℂ) ≠ 0 := sub_ne_zero.mpr (by exact_mod_cast hE k)
    have hc := div_mul_cancel₀ (V k) hd
    simp only [dressedState]
    linear_combination -hc
```

## (g) Slope of the self-energy

For $x$ away from all $e_k$, show that
$$\Sigma'(x)=-\sum_k\frac{|V_k|^2}{(x-e_k)^2}.$$

**Solution.** Differentiate the finite sum term by term, as the proof does with the quotient rule.

```lean
omit [DecidableEq ι] in
/-- Away from the band levels the self-energy has slope `-∑ |V k|² / (x - e k)²`. -/
theorem hasDerivAt_selfEnergy {e : ι → ℝ} (V : ι → ℂ) {x : ℝ} (hx : ∀ k, x ≠ e k) :
    HasDerivAt (selfEnergy e V) (-∑ k, ‖V k‖ ^ 2 / (x - e k) ^ 2) x := by
  have hk : ∀ k, HasDerivAt (fun y : ℝ => ‖V k‖ ^ 2 / (y - e k))
      (-(‖V k‖ ^ 2 / (x - e k) ^ 2)) x := fun k =>
    ((hasDerivAt_const x (‖V k‖ ^ 2)).fun_div ((hasDerivAt_id' x).sub_const (e k))
      (sub_ne_zero.mpr (hx k))).congr_deriv (by ring)
  rw [← Finset.sum_neg_distrib]
  exact HasDerivAt.fun_sum fun k _ => hk k
```

## (h) The weight from the slope

Under the assumptions of (e), show that
$$|\psi_0|^2=\frac{1}{1-\Sigma'(E)}.$$

**Solution.** Insert (g) at $x=E$ into (e).

```lean
/-- For a unit eigenvector with energy `E` different from every band level, the quasiparticle
weight is `1 / (1 - Σ'(E))`, with `Σ'` the derivative of the self-energy. -/
theorem weight_eq_deriv {e₀ E : ℝ} {e : ι → ℝ} {V : ι → ℂ} {ψ : Option ι → ℂ}
    (h : hamiltonian e₀ e V *ᵥ ψ = (E : ℂ) • ψ) (hE : ∀ k, E ≠ e k)
    (hn : ∑ i, ‖ψ i‖ ^ 2 = 1) :
    ‖ψ none‖ ^ 2 = 1 / (1 - deriv (selfEnergy e V) E) := by
  rw [(hasDerivAt_selfEnergy V hE).deriv, sub_neg_eq_add]
  exact (quasiparticle_energy_and_weight h hE hn).2
```

## (i) Main line and satellites together

Let the columns of a unitary $U$ be eigenvectors with energies $E_j$, none equal to any $e_k$. Show that
$$\sum_j\frac{1}{1+\sum_k|V_k|^2/(E_j-e_k)^2}=1.$$

**Solution.** Since $U^\dagger U=1$, each column is a unit vector, and by (e) its term is $|U_{0j}|^2$. Since $UU^\dagger=1$, the level row is also normalised, so these terms sum to one. The two normalisations are `hcol` and `hrow`. The condition on the $E_j$ holds exactly when the $e_k$ are all different and no $V_k$ vanishes. Otherwise the $|U_{0j}|^2$ still sum to one, but some eigenvalue equals a band energy, and there the formula in (e) does not apply.

```lean
/-- If the columns of a unitary matrix are eigenvectors with energies `E j`, all different from
every band level, the weights of all the lines add up to one. -/
theorem weight_sum_rule {e₀ : ℝ} {e : ι → ℝ} {V : ι → ℂ} {E : Option ι → ℝ}
    {U : Matrix (Option ι) (Option ι) ℂ} (hU : U ∈ Matrix.unitaryGroup (Option ι) ℂ)
    (h : ∀ j, hamiltonian e₀ e V *ᵥ (fun i => U i j) = (E j : ℂ) • (fun i => U i j))
    (hE : ∀ j k, E j ≠ e k) :
    ∑ j, 1 / (1 + ∑ k, ‖V k‖ ^ 2 / (E j - e k) ^ 2) = 1 := by
  -- columns are normalised
  have hcol : ∀ j, ∑ i, ‖U i j‖ ^ 2 = 1 := by
    intro j
    have hj := congrFun (congrFun (Matrix.mem_unitaryGroup_iff'.1 hU) j) j
    simp only [Matrix.mul_apply, Matrix.star_apply, Matrix.one_apply_eq, RCLike.star_def,
      Complex.conj_mul'] at hj
    exact_mod_cast hj
  -- so is the row of level amplitudes
  have hrow : ∑ j, ‖U none j‖ ^ 2 = 1 := by
    have hr := congrFun (congrFun (Matrix.mem_unitaryGroup_iff.1 hU) none) none
    simp only [Matrix.mul_apply, Matrix.star_apply, Matrix.one_apply_eq, RCLike.star_def,
      Complex.mul_conj'] at hr
    exact_mod_cast hr
  exact (Finset.sum_congr rfl fun j _ =>
    (quasiparticle_energy_and_weight (h j) (hE j) (hcol j)).2.symm).trans hrow

end

end LevelBandCoupling
```

```lean
#print axioms LevelBandCoupling.quasiparticle_energy_and_weight
-- 'LevelBandCoupling.quasiparticle_energy_and_weight' depends on axioms: [propext, Classical.choice, Quot.sound]
#print axioms LevelBandCoupling.dressedState_eigen
-- 'LevelBandCoupling.dressedState_eigen' depends on axioms: [propext, Classical.choice, Quot.sound]
#print axioms LevelBandCoupling.weight_eq_deriv
-- 'LevelBandCoupling.weight_eq_deriv' depends on axioms: [propext, Classical.choice, Quot.sound]
#print axioms LevelBandCoupling.weight_sum_rule
-- 'LevelBandCoupling.weight_sum_rule' depends on axioms: [propext, Classical.choice, Quot.sound]
```
